# The Tang-Toennies potential with one $C/R^6$ term stays above $-Cb^6/720$ when $A, b, C > 0$

Take an attraction $-C/R$ with $C>0$ and damp it with $f_1(x) = 1 - e^{-x}(1+x)$, where $x = bR$ and $b>0$. Since $1-e^{-x} \le x$, I get $f_1(x) = (1-e^{-x}) - xe^{-x} \le x(1-e^{-x})$. The damped term $-Cf_1(bR)/R$ therefore never drops below $-Cb$, although $-C/R$ itself falls without limit as $R \to 0$.

I would like the same for dispersion. With

$$V(R) = A e^{-bR} - \frac{C f_6(bR)}{R^6}, \qquad f_6(x) = 1 - e^{-x}\sum_{k=0}^{6}\frac{x^k}{k!},$$

and $A, b, C > 0$, I expect $V(R) > -Cb^6/720$ at every $R>0$, while the undamped Buckingham form $Ae^{-bR} - C/R^6$ goes below that value somewhere. Can this be made rigorous, and checked by a machine?

## Each damped term has its own floor

Yes, and the argument works for every order. Define

$$f_n(x) = 1 - e^{-x}\sum_{k=0}^{n}\frac{x^k}{k!}, \qquad f_{n+1}(x) = f_n(x) - e^{-x}\frac{x^{n+1}}{(n+1)!}.$$

The second equation only splits off the last term of the sum. It gives the derivative by induction. For $n=0$, $f_0(x) = 1-e^{-x}$ has slope $e^{-x}$. If $f_n'(x) = e^{-x}x^n/n!$, then the product rule gives

$$f_{n+1}'(x) = e^{-x}\frac{x^n}{n!} + e^{-x}\frac{x^{n+1}}{(n+1)!} - e^{-x}\frac{x^n}{n!} = e^{-x}\frac{x^{n+1}}{(n+1)!}.$$

Now compare $f_n$ with a power of $x$. The gap $g(x) = x^{n+1}/(n+1)! - f_n(x)$ vanishes at $x=0$, and for $x \ge 0$

$$g'(x) = \frac{x^n}{n!}\,(1-e^{-x}) \ge 0.$$

Hence $f_n(x) \le x^{n+1}/(n+1)!$ for $x\ge 0$. Putting this into the recursion with $n=m$ gives

$$f_{m+1}(x) \le \frac{x^{m+1}}{(m+1)!}\,(1-e^{-x}).$$

For order zero the corresponding relation is the equality $f_0(x) = 1-e^{-x}$. So for every $n$, setting $x=bR$ and dividing by $R^n$,

$$\frac{f_n(bR)}{R^n} \le \frac{b^n}{n!}\,(1-e^{-bR}).$$

The powers of $R$ have cancelled, and the right-hand side is at most $b^n/n!$ at any distance. For a finite set $s$ of orders with coefficients $C_n \ge 0$, let $V(R) = Ae^{-bR} - \sum_{n\in s} C_n f_n(bR)/R^n$ and $D = \sum_{n\in s} C_n b^n/n!$. Multiplying by $C_n$ and summing gives

$$V(R) \ge Ae^{-bR} - D(1-e^{-bR}) = -D + (A+D)e^{-bR} > -D,$$

where the last step uses $A>0$ and $D\ge 0$. For $n=6$ alone, $D = Cb^6/720$.

## The Buckingham form crosses the same level

Write $F = Cb^6/720$. Since $e^{-bR}\le 1$, the Buckingham energy is at most $A - C/R^6$. This is below $-F$ as soon as $R^6(A+F) < C$. With all quantities read as numbers in one fixed, consistent set of units, one distance that meets the condition is

$$R = \frac{C}{A+F+C}.$$

It lies between 0 and 1, so $R^6 \le R$, and $R^6(A+F) \le R(A+F) = C - RC < C$.

## The Lean file

```lean
import Mathlib

open Real Finset

namespace TangToenniesFloor

noncomputable section

/-- The Tang-Toennies damping function of order `n`. -/
def damping (n : ℕ) (x : ℝ) : ℝ :=
  1 - exp (-x) * ∑ k ∈ range (n + 1), x ^ k / (k.factorial : ℝ)

/-- The Tang-Toennies potential: Born-Mayer repulsion `A exp(-bR)` minus damped dispersion
terms `C n / R ^ n` for the orders `n` in the finite set `s`. -/
def potential (A b : ℝ) (s : Finset ℕ) (C : ℕ → ℝ) (R : ℝ) : ℝ :=
  A * exp (-(b * R)) - ∑ n ∈ s, C n * (damping n (b * R) / R ^ n)

/-- The energy `∑ C n * b ^ n / n!` built from the dispersion coefficients and the range
parameter `b`. -/
def depthBound (b : ℝ) (s : Finset ℕ) (C : ℕ → ℝ) : ℝ :=
  ∑ n ∈ s, C n * (b ^ n / (n.factorial : ℝ))

/-- The undamped Buckingham potential. -/
def buckingham (A b C R : ℝ) : ℝ := A * exp (-(b * R)) - C / R ^ 6

/-- Raising the order of the damping function by one subtracts one Poisson weight. -/
theorem damping_succ (n : ℕ) (x : ℝ) :
    damping (n + 1) x
      = damping n x - exp (-x) * (x ^ (n + 1) / ((n + 1).factorial : ℝ)) := by
  unfold damping
  rw [Finset.sum_range_succ _ (n + 1)]
  ring

/-- The slope of the damping function of order `n` is the Poisson weight
`exp(-x) x ^ n / n!`. -/
theorem hasDerivAt_damping (n : ℕ) (x : ℝ) :
    HasDerivAt (damping n) (exp (-x) * (x ^ n / (n.factorial : ℝ))) x := by
  have hexp : HasDerivAt (fun y : ℝ => exp (-y)) (-exp (-x)) x := by
    simpa using (hasDerivAt_neg' x).exp
  induction n with
  | zero =>
    have h : damping 0 = fun y => 1 - exp (-y) := by
      funext y
      simp [damping]
    rw [h]
    refine (hexp.const_sub 1).congr_deriv ?_
    simp
  | succ n ih =>
    have h : damping (n + 1) = fun y =>
        damping n y - exp (-y) * (y ^ (n + 1) / ((n + 1).factorial : ℝ)) :=
      funext (damping_succ n)
    have hp : HasDerivAt (fun y : ℝ => y ^ (n + 1) / ((n + 1).factorial : ℝ))
        (x ^ n / (n.factorial : ℝ)) x := by
      refine ((hasDerivAt_pow (n + 1) x).div_const _).congr_deriv ?_
      have h1 : (n.factorial : ℝ) ≠ 0 := by positivity
      have h2 : (n : ℝ) + 1 ≠ 0 := by positivity
      rw [Nat.factorial_succ, Nat.add_sub_cancel]
      push_cast
      field_simp
    rw [h]
    -- the two Poisson weights of order n cancel
    refine (ih.fun_sub (hexp.fun_mul hp)).congr_deriv ?_
    ring

/-- For every `x ≥ 0` the damping function of order `n` is at most `x ^ (n + 1) / (n + 1)!`. -/
theorem damping_le (n : ℕ) {x : ℝ} (hx : 0 ≤ x) :
    damping n x ≤ x ^ (n + 1) / ((n + 1).factorial : ℝ) := by
  -- the derivative of the gap between the two sides, which is non-negative for `y ≥ 0`
  have hd : ∀ y : ℝ, HasDerivAt
      (fun z : ℝ => z ^ (n + 1) / ((n + 1).factorial : ℝ) - damping n z)
      (y ^ n / (n.factorial : ℝ) - exp (-y) * (y ^ n / (n.factorial : ℝ))) y := by
    intro y
    refine HasDerivAt.fun_sub ?_ (hasDerivAt_damping n y)
    refine ((hasDerivAt_pow (n + 1) y).div_const _).congr_deriv ?_
    have h1 : (n.factorial : ℝ) ≠ 0 := by positivity
    have h2 : (n : ℝ) + 1 ≠ 0 := by positivity
    rw [Nat.factorial_succ, Nat.add_sub_cancel]
    push_cast
    field_simp
  have hmono : MonotoneOn
      (fun z : ℝ => z ^ (n + 1) / ((n + 1).factorial : ℝ) - damping n z) (Set.Ici 0) := by
    refine monotoneOn_of_deriv_nonneg (convex_Ici 0)
      (fun y _ => (hd y).continuousAt.continuousWithinAt)
      (fun y _ => (hd y).differentiableAt.differentiableWithinAt) ?_
    intro y hy
    rw [interior_Ici] at hy
    have hy0 : 0 < y := hy
    rw [(hd y).deriv]
    have he : exp (-y) ≤ 1 := exp_le_one_iff.mpr (by linarith)
    have hq : 0 ≤ y ^ n / (n.factorial : ℝ) := by positivity
    nlinarith [mul_nonneg (sub_nonneg.mpr he) hq]
  have h := hmono (Set.mem_Ici.mpr le_rfl) (Set.mem_Ici.mpr hx) hx
  have h0 : damping n 0 = 0 := by
    simp [damping, Finset.sum_range_succ']
  simp only [h0] at h
  have hz : (0 : ℝ) ^ (n + 1) / ((n + 1).factorial : ℝ) - 0 = 0 := by simp
  linarith

/-- For `b ≥ 0`, a damped dispersion term with unit coefficient is at most `(b ^ n / n!) (1 -
exp(-bR))` at every distance `R > 0`. -/
theorem damped_term_le (n : ℕ) {b R : ℝ} (hb : 0 ≤ b) (hR : 0 < R) :
    damping n (b * R) / R ^ n ≤ b ^ n / (n.factorial : ℝ) * (1 - exp (-(b * R))) := by
  have key : damping n (b * R)
      ≤ (b * R) ^ n / (n.factorial : ℝ) * (1 - exp (-(b * R))) := by
    cases n with
    | zero => simp [damping]
    | succ m =>
      rw [damping_succ]
      linarith [damping_le m (mul_nonneg hb hR.le)]
  rw [div_le_iff₀ (pow_pos hR n)]
  refine key.trans (le_of_eq ?_)
  rw [mul_pow]
  ring

/-- With `b ≥ 0` and non-negative dispersion coefficients, the Tang-Toennies potential lies on or
above the curve `-D + (A + D) exp(-bR)`, where `D` is `depthBound b s C`. -/
theorem envelope_le_potential (A : ℝ) {b R : ℝ} (s : Finset ℕ) (C : ℕ → ℝ)
    (hb : 0 ≤ b) (hC : ∀ n ∈ s, 0 ≤ C n) (hR : 0 < R) :
    -depthBound b s C + (A + depthBound b s C) * exp (-(b * R)) ≤ potential A b s C R := by
  -- bound the dispersion energy term by term
  have h : ∑ n ∈ s, C n * (damping n (b * R) / R ^ n)
      ≤ depthBound b s C * (1 - exp (-(b * R))) := by
    unfold depthBound
    rw [Finset.sum_mul]
    refine Finset.sum_le_sum fun n hn => ?_
    rw [mul_assoc]
    exact mul_le_mul_of_nonneg_left (damped_term_le n hb hR) (hC n hn)
  unfold potential
  linarith

/-- With repulsion `A > 0`, `b ≥ 0` and any finite set of non-negative dispersion coefficients, the
Tang-Toennies potential stays strictly above `-∑ C n * b ^ n / n!` at every distance. -/
theorem potential_gt_floor {A b R : ℝ} (s : Finset ℕ) (C : ℕ → ℝ)
    (hA : 0 < A) (hb : 0 ≤ b) (hC : ∀ n ∈ s, 0 ≤ C n) (hR : 0 < R) :
    -depthBound b s C < potential A b s C R := by
  have hD : 0 ≤ depthBound b s C :=
    Finset.sum_nonneg fun n hn => mul_nonneg (hC n hn) (by positivity)
  have hpos : 0 < (A + depthBound b s C) * exp (-(b * R)) :=
    mul_pos (by linarith) (exp_pos _)
  linarith [envelope_le_potential A s C hb hC hR]

/-- For `A, b, C > 0`, the Tang-Toennies potential with a single damped `C / R ^ 6` term is strictly
greater than `-C b ^ 6 / 720` at every distance `R > 0`. -/
theorem potential_six_gt {A b C R : ℝ} (hA : 0 < A) (hb : 0 < b) (hC : 0 < C) (hR : 0 < R) :
    -(C * b ^ 6 / 720) < A * exp (-(b * R)) - C * damping 6 (b * R) / R ^ 6 := by
  have h := potential_gt_floor {6} (fun _ => C) hA hb.le (fun _ _ => hC.le) hR
  have hf : ((Nat.factorial 6 : ℕ) : ℝ) = 720 := by norm_num [Nat.factorial]
  simp only [depthBound, potential, Finset.sum_singleton, hf] at h
  rw [mul_div_assoc, mul_div_assoc]
  exact h

/-- For `A ≥ 0` and `b ≥ 0`, the Buckingham potential lies below `-C b ^ 6 / 720` at every distance
`R > 0` with `R ^ 6 (A + C b ^ 6 / 720) < C`. -/
theorem buckingham_lt_floor {A b C R : ℝ} (hA : 0 ≤ A) (hb : 0 ≤ b) (hR : 0 < R)
    (hsmall : R ^ 6 * (A + C * b ^ 6 / 720) < C) :
    buckingham A b C R < -(C * b ^ 6 / 720) := by
  have h1 : A + C * b ^ 6 / 720 < C / R ^ 6 := by
    rw [lt_div_iff₀ (pow_pos hR 6)]
    linarith
  have he : exp (-(b * R)) ≤ 1 := exp_le_one_iff.mpr (by linarith [mul_nonneg hb hR.le])
  have h2 : A * exp (-(b * R)) ≤ A * 1 := mul_le_mul_of_nonneg_left he hA
  unfold buckingham
  linarith

/-- For all positive parameters there is a distance at which the Buckingham potential lies
below `-C b ^ 6 / 720`. -/
theorem exists_buckingham_lt_floor {A b C : ℝ} (hA : 0 < A) (hb : 0 < b) (hC : 0 < C) :
    ∃ R : ℝ, 0 < R ∧ buckingham A b C R < -(C * b ^ 6 / 720) := by
  have hK : 0 < A + C * b ^ 6 / 720 := by positivity
  -- an explicit distance below one that meets the smallness condition
  obtain ⟨R, hRdef⟩ : ∃ R : ℝ, R = C / (A + C * b ^ 6 / 720 + C) := ⟨_, rfl⟩
  have hR : 0 < R := by
    rw [hRdef]
    exact div_pos hC (by linarith)
  have hR1 : R ≤ 1 := by
    rw [hRdef, div_le_one (by linarith)]
    linarith
  have hmul : R * (A + C * b ^ 6 / 720 + C) = C := by
    rw [hRdef]
    exact div_mul_cancel₀ C (by linarith : (0 : ℝ) < A + C * b ^ 6 / 720 + C).ne'
  have hpow : R ^ 6 ≤ R := pow_le_of_le_one hR.le hR1 (by norm_num)
  refine ⟨R, hR, buckingham_lt_floor hA.le hb.le hR ?_⟩
  have h1 := mul_le_mul_of_nonneg_right hpow hK.le
  have h2 := mul_pos hR hC
  linarith [mul_add R (A + C * b ^ 6 / 720) C]

end

end TangToenniesFloor
```

```lean
#print axioms TangToenniesFloor.potential_gt_floor
#print axioms TangToenniesFloor.potential_six_gt
#print axioms TangToenniesFloor.exists_buckingham_lt_floor
```

```
'TangToenniesFloor.potential_gt_floor' depends on axioms: [propext, Classical.choice, Quot.sound]
'TangToenniesFloor.potential_six_gt' depends on axioms: [propext, Classical.choice, Quot.sound]
'TangToenniesFloor.exists_buckingham_lt_floor' depends on axioms: [propext, Classical.choice, Quot.sound]
```

## What the theorems say about a pair of atoms

`damping n x` is $f_n(x)$; `range (n + 1)` runs over $k = 0,\dots,n$. In `potential A b s C R`, the number `A` is the strength of the Born-Mayer repulsion, `b` its inverse range, `s` the finite set of dispersion orders, and `C n` the coefficient $C_n$. The choice $s=\{6,8,10\}$ is included, but nothing restricts the orders to even numbers. `depthBound b s C` is $D$, an energy. All quantities are real numbers, so consistent units are left to the reader.

`potential_six_gt` is the statement you asked for: given `0 < A`, `0 < b`, `0 < C` and `0 < R`, the potential, written out in full, is strictly greater than $-Cb^6/720$. `potential_gt_floor` is the version for several orders; it keeps $A>0$ and $R>0$ but relaxes the other conditions to $b\ge 0$ and $C_n\ge 0$. `envelope_le_potential` gives the distance-dependent lower curve and puts no sign condition on $A$. `exists_buckingham_lt_floor` supplies the contrast, with the same three positive parameters.

The sign conditions are assumed. $A>0$ stands for repulsion between overlapping charge clouds, $C_n\ge 0$ for attractive dispersion, and $b>0$ for a repulsion that decays with distance. The same `b` also sets the range of the damping.

The floor is a bound and not an estimate of the well depth; the theorems don't locate a minimum. For simulation practice, the result means that an isolated pair described by this model, without electrostatic terms, has no bottomless attraction at short range, whereas a Buckingham pair with the same parameters does reach energies below the floor.

## How the proof follows the derivation

`damping_succ` is the recursion: `Finset.sum_range_succ` removes the last term of the sum and `ring` rearranges. `hasDerivAt_damping` is the induction for the slope. In its successor case, `hp` differentiates $y^{n+1}/(n+1)!$, `fun_mul` applies the product rule, and the final `ring` cancels the two terms of order $n$.

`damping_le` is the comparison with a power. Here `hd` computes $g'$, and `monotoneOn_of_deriv_nonneg` turns its sign into monotonicity of $g$ on $[0,\infty)$. Comparing the values at $0$ and $x$ then gives the inequality.

`damped_term_le` splits into order zero and order $m+1$. The second case combines `damping_succ` with `damping_le m`, exactly as above, and `div_le_iff₀` handles the division by $R^n$. `envelope_le_potential` adds these bounds with `Finset.sum_le_sum`, which is where $C_n\ge 0$ is used. `potential_gt_floor` uses $C_n\ge 0$ again to get $D\ge 0$, so that $(A+D)e^{-bR}$ is positive, and `potential_six_gt` takes $s=\{6\}$ and evaluates $6! = 720$.

For the Buckingham form, `buckingham_lt_floor` proves the sufficient condition $R^6(A+F)<C$, and `exists_buckingham_lt_floor` checks it at the explicit distance, with `hpow` supplying $R^6\le R$.

## A negative coefficient, and a separate damping range

The condition $C>0$ matters. Take $A=b=1$ and $C=-720$, so that the dispersion term is repulsive. The supposed floor is then $+1$. At $R=10$, however, $f_6(10)<1$ gives

$$V(10) = e^{-10} + \frac{720\,f_6(10)}{10^6} < 0.001,$$

which is far below it. A potential that decays to zero can't stay above a positive constant.

The model could also give the damping its own parameter $\beta>0$, with $f_n(\beta R)$ in place of $f_n(bR)$. The bound on each damped term applies with $\beta$ instead of $b$, and the floor becomes $-\sum_{n\in s} C_n\beta^n/n!$. The repulsion parameter $b$ then no longer enters the floor, and the lower curve contains two different exponentials, $e^{-bR}$ and $e^{-\beta R}$. The file treats only the case $\beta=b$.
